# Truncated velocity-form response of a finite gapped system: $K_S(w)/w^2$ converges at zero frequency exactly when no omitted excited state is dipole-coupled to the ground state along the field

To obtain the polarizability along the field from a sum over states in the velocity form, one evaluates a current response kernel $K_S(w)$ at frequency $w$, keeping only a set $S$ of excited states, and divides by $w^2$. Take a finite-dimensional system with a gap above a nondegenerate ground state, build the velocity and the diamagnetic term from commutators of its Hamiltonian with the position, and keep the diamagnetic term complete. Then this division is harmless at low frequency if and only if every omitted excited state has zero dipole matrix element with the ground state along the field. Otherwise $K_S(w)/w^2$ tends to $+\infty$.

## The kernel and the omitted weight

Set $\hbar = 1$ and take unit charge. Let $H$ and $X$ be Hermitian, the Hamiltonian and one component of the position, and let $b_n$ be a finite orthonormal basis with $H b_n = E_n b_n$. The ground state has index $o$, and the gaps $w_n = E_n - E_o$ are positive for $n \ne o$. Matrix elements are $A_{nm} = \langle b_n, A b_m\rangle$, and the velocity is $v = i[H,X]$.

A uniform vector potential $a$ changes $H$ to $H - a v + \tfrac12 a^2 [X,[H,X]]$ through second order. For $a$ oscillating at frequency $w$, first-order perturbation theory gives a current $-K a$, where $K$ contains a sum over all excited states, and $-K/w^2$ is the polarizability. With the sum restricted to a set $S$ that does not contain $o$,

$$K_S(w) = \langle b_o, [X,[H,X]]\, b_o\rangle - 2\sum_{n\in S} \frac{w_n |v_{no}|^2}{w_n^2 - w^2}.$$

The first term is the diamagnetic part and the second the paramagnetic part. Define the omitted weight

$$D_S = 2 \sum_{n \notin S,\; n\neq o} w_n |X_{no}|^2 .$$

The claim is that $K_S(0) = D_S \ge 0$, that $K_S(w)/w^2$ converges as $w \to 0$ if and only if $D_S = 0$, which holds if and only if $X_{no} = 0$ for all omitted $n \ne o$, and that the limit is then $-2\sum_{n\in S}|X_{no}|^2/w_n$.

## From the sum rule to the $1/w^2$ pole

Letting $H$ act to the left on $b_n$ and to the right on $b_m$ gives

$$v_{nm} = i\langle b_n, (HX - XH) b_m\rangle = i(E_n - E_m) X_{nm}, \qquad |v_{no}|^2 = w_n^2 |X_{no}|^2 .$$

The double commutator expands as $[X,[H,X]] = 2XHX - XXH - HXX$. In the state $b_o$ the last two terms each give $-E_o \langle X b_o, X b_o\rangle$, and inserting the complete basis yields

$$\langle b_o,[X,[H,X]]\,b_o\rangle = 2\langle Xb_o, HXb_o\rangle - 2E_o\langle Xb_o, Xb_o\rangle = 2\sum_n w_n |X_{no}|^2 .$$

Split this sum into the part over $S$ and the rest. The rest is $D_S$, because the term $n = o$ carries $w_o = 0$. For $w^2 \neq w_n^2$, each retained paramagnetic term obeys

$$\frac{w_n^3}{w_n^2 - w^2} = w_n + w^2\frac{w_n}{w_n^2 - w^2}.$$

The summands $w_n|X_{no}|^2$ cancel against the retained part of the diamagnetic term, and

$$K_S(w) = D_S - w^2 P_S(w), \qquad P_S(w) = 2\sum_{n\in S}\frac{w_n|X_{no}|^2}{w_n^2 - w^2}.$$

Here $P_S$ is the length-form polarizability summed over the same states. At $w = 0$ no denominator vanishes, so $K_S(0) = D_S$. Each term of $D_S$ is a positive gap times a square; hence $D_S \ge 0$, with equality exactly when all omitted $X_{no}$ vanish. For small $w \neq 0$,

$$\frac{K_S(w)}{w^2} = \frac{D_S}{w^2} - P_S(w), \qquad P_S(w) \to 2\sum_{n\in S}\frac{|X_{no}|^2}{w_n}.$$

If $D_S = 0$ the ratio tends to $-P_S(0)$. If $D_S > 0$ the first term tends to $+\infty$ while the second stays finite. In this finite, undamped, gapped model, discarding dipole-coupled excited states from the paramagnetic sum alone therefore produces a spurious $1/w^2$ pole, and replacing $K_S(w)$ by $K_S(w) - K_S(0)$ removes it.

## Operators, matrix elements and the kernel in Lean

The state space `V` is a complex inner product space, and the finite type `ι` labels the basis, so `V` has finite dimension.

```lean
import Mathlib

open scoped InnerProductSpace Topology
open Filter Finset

namespace TruncatedVelocityResponse

noncomputable section

variable {V ι : Type*} [NormedAddCommGroup V] [InnerProductSpace ℂ V] [Fintype ι]
```

The commutator and the velocity fix the sign convention $v = i[H,X]$.

```lean
/-- The commutator `[A, B] = AB - BA`. -/
def comm (A B : V →ₗ[ℂ] V) : V →ₗ[ℂ] V := A ∘ₗ B - B ∘ₗ A

/-- The velocity operator `v = i [H, X]`. -/
def velocity (H X : V →ₗ[ℂ] V) : V →ₗ[ℂ] V := Complex.I • comm H X
```

The inner product is conjugate-linear in its first slot, as for a bra, so `elem b A n m` is $A_{nm}$.

```lean
/-- The matrix element `A_nm = ⟨b_n, A b_m⟩`. -/
def elem (b : OrthonormalBasis ι ℂ V) (A : V →ₗ[ℂ] V) (n m : ι) : ℂ := ⟪b n, A (b m)⟫_ℂ
```

The kernel enters as a definition, taken over from perturbation theory, at real frequency and without damping. The gap $w_n$ is written `E n - E o`. The real part `.re` makes the value a real number and discards nothing, as the sum rule will show. At a resonance Lean's division by zero returns zero, and no theorem below uses the kernel there.

```lean
/-- The response kernel `K_S(w) = Re ⟨[X,[H,X]]⟩_o - 2 ∑_{n ∈ S} w_n |v_no|² / (w_n² - w²)`,
with `w_n = E_n - E_o`. -/
def kernel (H X : V →ₗ[ℂ] V) (b : OrthonormalBasis ι ℂ V) (E : ι → ℝ) (o : ι) (S : Finset ι)
    (w : ℝ) : ℝ :=
  (elem b (comm X (comm H X)) o o).re
    - 2 * ∑ n ∈ S, (E n - E o) * ‖elem b (velocity H X) n o‖ ^ 2 / ((E n - E o) ^ 2 - w ^ 2)
```

The index set `Sᶜ.erase o` is the complement of $S$ with $o$ removed.

```lean
/-- The omitted weight `D_S = 2 ∑ w_n |X_no|²` over the states `n ≠ o` outside `S`. -/
def omittedWeight [DecidableEq ι] (X : V →ₗ[ℂ] V) (b : OrthonormalBasis ι ℂ V) (E : ι → ℝ)
    (o : ι) (S : Finset ι) : ℝ :=
  2 * ∑ n ∈ Sᶜ.erase o, (E n - E o) * ‖elem b X n o‖ ^ 2
```

The dyad $|x\rangle\langle y|$ is needed only for the two-level example.

```lean
/-- The rank-one operator `|x⟩⟨y|`. -/
def ketBra (x y : V) : V →ₗ[ℂ] V where
  toFun z := ⟪y, z⟫_ℂ • x
  map_add' := by intros; simp [add_smul]
  map_smul' := by intros; simp [smul_smul]
```

## Velocity elements and the double-commutator sum rule

`IsSymmetric` is Hermiticity, and `hE` says that `b` diagonalises `H` with real energies `E`. The lemma `left_eigen` moves `H` onto the bra through `hH`, applies `hE`, and uses that conjugation leaves a real energy fixed.

```lean
variable {H X : V →ₗ[ℂ] V} {b : OrthonormalBasis ι ℂ V} {E : ι → ℝ} {o : ι} {S : Finset ι}

/-- A Hermitian `H` acts to the left on its eigenvector: `⟨b_n, H y⟩ = E_n ⟨b_n, y⟩`. -/
theorem left_eigen (hH : H.IsSymmetric) (hE : ∀ n, H (b n) = (E n : ℂ) • b n) (n : ι) (y : V) :
    ⟪b n, H y⟫_ℂ = (E n : ℂ) * ⟪b n, y⟫_ℂ := by
  rw [← hH (b n) y, hE, inner_smul_left, Complex.conj_ofReal]
```

In `velocity_elem` the `simp only` call applies `left_eigen` to the term $HX$ and `hE m` to the term $XH$.

```lean
/-- Velocity and position matrix elements are related by `v_nm = i (E_n - E_m) X_nm`. -/
theorem velocity_elem (hH : H.IsSymmetric) (hE : ∀ n, H (b n) = (E n : ℂ) • b n) (n m : ι) :
    elem b (velocity H X) n m = Complex.I * ((E n - E m : ℝ) : ℂ) * elem b X n m := by
  simp only [elem, velocity, comm, LinearMap.smul_apply, LinearMap.sub_apply,
    LinearMap.comp_apply, hE m, map_smul, inner_smul_right, inner_sub_right, left_eigen hH hE]
  push_cast
  ring
```

In `sum_rule`, `h3` is the reduction to $2\langle Xb_o,HXb_o\rangle - 2E_o\langle Xb_o,Xb_o\rangle$, with `hr` moving the leftmost $X$ onto the bra. The steps `h1` and `h2` insert the basis through `b.sum_inner_mul_inner`, and `hn` turns each product of conjugate amplitudes into $|X_{no}|^2$. No gap is assumed, so $o$ may be any eigenstate. The left side stays unevaluated: the Thomas–Reiche–Kuhn value $1/m$ for a particle of mass $m$ comes from the canonical commutator, which finite matrices cannot satisfy.

```lean
/-- Double-commutator sum rule: `⟨b_o, [X,[H,X]] b_o⟩ = 2 ∑_n (E_n - E_o) |X_no|²`. -/
theorem sum_rule (hH : H.IsSymmetric) (hX : X.IsSymmetric)
    (hE : ∀ n, H (b n) = (E n : ℂ) • b n) (o : ι) :
    elem b (comm X (comm H X)) o o
      = ((2 * ∑ n, (E n - E o) * ‖elem b X n o‖ ^ 2 : ℝ) : ℂ) := by
  have hn : ∀ n, ⟪X (b o), b n⟫_ℂ * ⟪b n, X (b o)⟫_ℂ
      = ((‖⟪b n, X (b o)⟫_ℂ‖ ^ 2 : ℝ) : ℂ) := by
    intro n
    rw [← inner_conj_symm (X (b o)) (b n), mul_comm, Complex.mul_conj,
      Complex.normSq_eq_norm_sq]
  -- insert the complete set of eigenstates
  have h1 : ⟪X (b o), X (b o)⟫_ℂ = ∑ n, ((‖⟪b n, X (b o)⟫_ℂ‖ ^ 2 : ℝ) : ℂ) := by
    rw [← b.sum_inner_mul_inner]
    exact sum_congr rfl fun n _ => hn n
  have h2 : ⟪X (b o), H (X (b o))⟫_ℂ
      = ∑ n, (E n : ℂ) * ((‖⟪b n, X (b o)⟫_ℂ‖ ^ 2 : ℝ) : ℂ) := by
    rw [← b.sum_inner_mul_inner]
    refine sum_congr rfl fun n _ => ?_
    rw [left_eigen hH hE, ← hn n]
    ring
  have hr : ∀ y, ⟪b o, X y⟫_ℂ = ⟪X (b o), y⟫_ℂ := fun y => (hX _ _).symm
  have h3 : elem b (comm X (comm H X)) o o
      = 2 * ⟪X (b o), H (X (b o))⟫_ℂ - 2 * (E o : ℂ) * ⟪X (b o), X (b o)⟫_ℂ := by
    simp only [elem, comm, LinearMap.sub_apply, LinearMap.comp_apply, map_sub, inner_sub_right,
      hE o, map_smul, inner_smul_right, left_eigen hH hE, hr]
    ring
  rw [h3, h1, h2]
  unfold elem
  push_cast
  rw [mul_sum, mul_sum, mul_sum, ← sum_sub_distrib]
  exact sum_congr rfl fun n _ => by ring
```

## Decomposition, static value and sign

The hypothesis `hw` of `kernel_decomp` excludes the resonances $w = \pm w_n$ of the retained states. Then `h1` drops the term $n = o$, `h2` splits the full sum into $S$ and its complement, and `h3` is the partial-fraction identity applied term by term after `velocity_elem` has replaced $|v_{no}|^2$.

```lean
variable [DecidableEq ι]

/-- Away from the resonances of the retained states,
`K_S(w) = D_S - 2 w² ∑_{n ∈ S} w_n |X_no|² / (w_n² - w²)`. -/
theorem kernel_decomp (hH : H.IsSymmetric) (hX : X.IsSymmetric)
    (hE : ∀ n, H (b n) = (E n : ℂ) • b n) {w : ℝ} (hw : ∀ n ∈ S, (E n - E o) ^ 2 ≠ w ^ 2) :
    kernel H X b E o S w = omittedWeight X b E o S
      - w ^ 2 * (2 * ∑ n ∈ S, (E n - E o) * ‖elem b X n o‖ ^ 2 / ((E n - E o) ^ 2 - w ^ 2)) := by
  have h1 : ∑ n ∈ Sᶜ.erase o, (E n - E o) * ‖elem b X n o‖ ^ 2
      = ∑ n ∈ Sᶜ, (E n - E o) * ‖elem b X n o‖ ^ 2 := sum_erase _ (by simp)
  have h2 := sum_add_sum_compl S fun n => (E n - E o) * ‖elem b X n o‖ ^ 2
  -- w_n³ / (w_n² - w²) = w_n + w² w_n / (w_n² - w²)
  have h3 : ∑ n ∈ S, (E n - E o) * ‖elem b (velocity H X) n o‖ ^ 2 / ((E n - E o) ^ 2 - w ^ 2)
      = ∑ n ∈ S, (E n - E o) * ‖elem b X n o‖ ^ 2
        + w ^ 2 * ∑ n ∈ S, (E n - E o) * ‖elem b X n o‖ ^ 2 / ((E n - E o) ^ 2 - w ^ 2) := by
    rw [mul_sum, ← sum_add_distrib]
    refine sum_congr rfl fun n hn => ?_
    have := sub_ne_zero.2 (hw n hn)
    rw [velocity_elem hH hE, norm_mul, norm_mul, Complex.norm_I, Complex.norm_real, one_mul,
      mul_pow, Real.norm_eq_abs, sq_abs]
    field_simp
    ring
  unfold kernel omittedWeight
  rw [sum_rule hH hX hE, Complex.ofReal_re, h1, h3, ← h2]
  ring
```

Two further hypotheses appear. `hgap` says that $E_o$ lies strictly below every other level, which is nondegeneracy of the ground state and, with finitely many levels, a gap. `hS` keeps $o$ out of $S$, since its denominator would vanish at $w = 0$. Together they make $w_n > 0$ on $S$, so `kernel_zero` may use the decomposition at zero frequency.

```lean
/-- The static kernel equals the omitted weight: `K_S(0) = D_S`. -/
theorem kernel_zero (hH : H.IsSymmetric) (hX : X.IsSymmetric)
    (hE : ∀ n, H (b n) = (E n : ℂ) • b n) (hgap : ∀ n, n ≠ o → E o < E n) (hS : o ∉ S) :
    kernel H X b E o S 0 = omittedWeight X b E o S := by
  rw [kernel_decomp hH hX hE (w := 0)]
  · ring
  · intro n hn
    have hd : 0 < E n - E o := sub_pos.2 (hgap n fun h => hS (h ▸ hn))
    rw [zero_pow two_ne_zero]
    exact (pow_pos hd 2).ne'
```

The sign statement involves neither $H$ nor Hermiticity. With `hp` showing each term nonnegative, `sum_eq_zero_iff_of_nonneg` reduces a vanishing sum to vanishing terms, and the positive gap is cancelled from each.

```lean
/-- With positive gaps the omitted weight is nonnegative, and it vanishes exactly when
`X_no = 0` for every omitted state `n ≠ o`. -/
theorem omittedWeight_sign (hgap : ∀ n, n ≠ o → E o < E n) :
    0 ≤ omittedWeight X b E o S ∧
      (omittedWeight X b E o S = 0 ↔ ∀ n, n ∉ S → n ≠ o → elem b X n o = 0) := by
  have hp : ∀ n ∈ Sᶜ.erase o, 0 ≤ (E n - E o) * ‖elem b X n o‖ ^ 2 := fun n hn =>
    mul_nonneg (sub_pos.2 (hgap n (ne_of_mem_erase hn))).le (sq_nonneg _)
  unfold omittedWeight
  refine ⟨mul_nonneg zero_le_two (sum_nonneg hp), ?_⟩
  rw [mul_eq_zero, or_iff_right two_ne_zero, sum_eq_zero_iff_of_nonneg hp]
  constructor
  · intro h n hn hno
    have h0 := h n (mem_erase.2 ⟨hno, mem_compl.2 hn⟩)
    have h1 := (mul_eq_zero.1 h0).resolve_left (sub_pos.2 (hgap n hno)).ne'
    simpa using h1
  · intro h n hn
    rw [h n (mem_compl.1 (mem_of_mem_erase hn)) (ne_of_mem_erase hn)]
    simp
```

## The low-frequency limit

The filter `𝓝[≠] 0` expresses $w \to 0$ from both sides with $w \neq 0$. In `regular_part`, `hterm` gives $d\,x/(d^2 - w^2) \to x/d$ for real $x$ and $d > 0$, and `hP` sums this over $S$ to obtain $-P_S(w) \to -P_S(0)$. By `hoff`, all small enough frequencies are off resonance, so there the decomposition identifies the function in the statement with $-P_S(w)$.

```lean
/-- After removing `D_S / w²`, the ratio `K_S(w) / w²` tends to `-2 ∑_{n ∈ S} |X_no|² / w_n`
as `w → 0`, `w ≠ 0`. -/
theorem regular_part (hH : H.IsSymmetric) (hX : X.IsSymmetric)
    (hE : ∀ n, H (b n) = (E n : ℂ) • b n) (hgap : ∀ n, n ≠ o → E o < E n) (hS : o ∉ S) :
    Tendsto (fun w => kernel H X b E o S w / w ^ 2 - omittedWeight X b E o S / w ^ 2)
      (𝓝[≠] 0) (𝓝 (-(2 * ∑ n ∈ S, ‖elem b X n o‖ ^ 2 / (E n - E o)))) := by
  have hd : ∀ n ∈ S, 0 < E n - E o := fun n hn => sub_pos.2 (hgap n fun h => hS (h ▸ hn))
  have hsq : Tendsto (fun w : ℝ => w ^ 2) (𝓝 0) (𝓝 0) :=
    (continuous_pow 2).tendsto' (0 : ℝ) 0 (by norm_num)
  have hterm : ∀ d x : ℝ, 0 < d →
      Tendsto (fun w : ℝ => d * x / (d ^ 2 - w ^ 2)) (𝓝 0) (𝓝 (x / d)) := by
    intro d x h
    have h' := h.ne'
    have e : x / d = d * x / (d ^ 2 - 0) := by rw [sub_zero]; field_simp
    rw [e]
    exact Tendsto.div (f := fun _ : ℝ => d * x) tendsto_const_nhds (hsq.const_sub (d ^ 2))
      (by rw [sub_zero]; exact pow_ne_zero 2 h')
  have hP := ((tendsto_finsetSum S fun n hn =>
    hterm _ (‖elem b X n o‖ ^ 2) (hd n hn)).const_mul 2).neg
  -- small frequencies are off resonance
  have hoff : ∀ᶠ w : ℝ in 𝓝 0, ∀ n ∈ S, (E n - E o) ^ 2 ≠ w ^ 2 :=
    (eventually_all_finset S).2 fun n hn =>
      (hsq.eventually_ne (pow_pos (hd n hn) 2).ne).mono fun w h => h.symm
  refine (hP.mono_left nhdsWithin_le_nhds).congr' ?_
  filter_upwards [hoff.filter_mono nhdsWithin_le_nhds, self_mem_nhdsWithin] with w h1 h2
  have h3 : w ^ 2 ≠ 0 := pow_ne_zero 2 h2
  rw [kernel_decomp hH hX hE h1, sub_div, mul_div_cancel_left₀ _ h3]
  ring
```

In `diverges`, `hpos` upgrades $D_S \neq 0$ to $D_S > 0$, `hsq` says that $w^2 \to 0$ through positive values, and `h1` concludes $D_S/w^2 \to +\infty$, written `atTop`. Adding the convergent remainder with `h1.atTop_add` preserves the divergence.

```lean
/-- If the omitted weight is nonzero, `K_S(w) / w²` tends to `+∞` as `w → 0`, `w ≠ 0`. -/
theorem diverges (hH : H.IsSymmetric) (hX : X.IsSymmetric)
    (hE : ∀ n, H (b n) = (E n : ℂ) • b n) (hgap : ∀ n, n ≠ o → E o < E n) (hS : o ∉ S)
    (hD : omittedWeight X b E o S ≠ 0) :
    Tendsto (fun w => kernel H X b E o S w / w ^ 2) (𝓝[≠] 0) atTop := by
  have hpos : 0 < omittedWeight X b E o S :=
    lt_of_le_of_ne (omittedWeight_sign hgap).1 hD.symm
  have hsq : Tendsto (fun w : ℝ => w ^ 2) (𝓝[≠] 0) (𝓝[>] 0) := by
    refine tendsto_nhdsWithin_iff.2
      ⟨((continuous_pow 2).tendsto' (0 : ℝ) 0 (by norm_num)).mono_left nhdsWithin_le_nhds, ?_⟩
    filter_upwards [self_mem_nhdsWithin] with w hw
    have : w ≠ 0 := hw
    exact Set.mem_Ioi.2 (by positivity)
  have h1 := (tendsto_inv_nhdsGT_zero.comp hsq).const_mul_atTop hpos
  refine (h1.atTop_add (regular_part hH hX hE hgap hS)).congr fun w => ?_
  simp only [Function.comp]
  ring
```

The main theorem is a conjunction: a real limit `L` of $K_S(w)/w^2$ exists if and only if $D_S = 0$; $D_S = 0$ if and only if the omitted $X_{no}$ vanish; and $D_S = 0$ implies the limit $-2\sum_{n\in S}|X_{no}|^2/w_n$. The step `h` puts $D_S = 0$ into `regular_part`. The converse is by contradiction, since a function tending to $+\infty$ has no finite limit. The scope is one Cartesian component, a pure ground state and finitely many levels. Metals, continua of bands, periodic crystals in which $X$ is not an ordinary matrix, and schemes that truncate the diamagnetic term or replace it by the canonical value $1/m$ per particle are not covered. With that replacement in a finite basis, the static kernel can be nonzero even when no state is omitted.

```lean
/-- `K_S(w) / w²` converges as `w → 0` iff the omitted weight vanishes, iff `X_no = 0` for all
omitted `n ≠ o`; the limit is then `-2 ∑_{n ∈ S} |X_no|² / w_n`. -/
theorem converges_iff (hH : H.IsSymmetric) (hX : X.IsSymmetric)
    (hE : ∀ n, H (b n) = (E n : ℂ) • b n) (hgap : ∀ n, n ≠ o → E o < E n) (hS : o ∉ S) :
    ((∃ L, Tendsto (fun w => kernel H X b E o S w / w ^ 2) (𝓝[≠] 0) (𝓝 L))
      ↔ omittedWeight X b E o S = 0) ∧
    (omittedWeight X b E o S = 0 ↔ ∀ n, n ∉ S → n ≠ o → elem b X n o = 0) ∧
    (omittedWeight X b E o S = 0 → Tendsto (fun w => kernel H X b E o S w / w ^ 2) (𝓝[≠] 0)
      (𝓝 (-(2 * ∑ n ∈ S, ‖elem b X n o‖ ^ 2 / (E n - E o))))) := by
  have h : omittedWeight X b E o S = 0 → Tendsto (fun w => kernel H X b E o S w / w ^ 2)
      (𝓝[≠] 0) (𝓝 (-(2 * ∑ n ∈ S, ‖elem b X n o‖ ^ 2 / (E n - E o)))) := fun h0 =>
    (regular_part hH hX hE hgap hS).congr fun w => by rw [h0, zero_div, sub_zero]
  refine ⟨⟨?_, fun h0 => ⟨_, h h0⟩⟩, (omittedWeight_sign hgap).2, h⟩
  rintro ⟨L, hL⟩
  by_contra hD
  exact not_tendsto_nhds_of_tendsto_atTop (diverges hH hX hE hgap hS hD) L hL
```

## Two levels

With a single level there is no excited state and $D_S$ is an empty sum, so two levels form the smallest system in which the pole can occur. Take an orthonormal basis `c` with kets $|0\rangle$ and $|1\rangle$, $H = |1\rangle\langle 1|$, $X = |0\rangle\langle 1| + |1\rangle\langle 0|$ and $o = 0$, so that $w_1 = 1$ and $X_{10} = 1$. The theorem verifies Hermiticity of both operators, the eigenvalue equations for the energies `![0, 1]`, the gap, and $D_\emptyset = 2$; in the proof `hs` reduces the omitted set to $\{1\}$ and `h` supplies orthonormality. Substitution into the decomposition, not recorded as a theorem, gives $K_\emptyset(w)/w^2 = 2/w^2$ when the excited state is dropped and $K_{\{1\}}(w)/w^2 = -2/(1-w^2) \to -2$ when it is kept.

```lean
/-- The two-level system `H = |1⟩⟨1|`, `X = |0⟩⟨1| + |1⟩⟨0|` with energies `0, 1` meets the
hypotheses, and with no retained state its omitted weight is `2`. -/
theorem two_level_witness (c : OrthonormalBasis (Fin 2) ℂ V) :
    (ketBra (c 1) (c 1)).IsSymmetric ∧
    (ketBra (c 0) (c 1) + ketBra (c 1) (c 0)).IsSymmetric ∧
    (∀ n, ketBra (c 1) (c 1) (c n) = ((![0, 1] n : ℝ) : ℂ) • c n) ∧
    (∀ n : Fin 2, n ≠ 0 → (![0, 1] 0 : ℝ) < ![0, 1] n) ∧
    omittedWeight (ketBra (c 0) (c 1) + ketBra (c 1) (c 0)) c ![0, 1] 0 ∅ = 2 := by
  have h := orthonormal_iff_ite.1 c.orthonormal
  have hk : ∀ x y z : V, ketBra x y z = ⟪y, z⟫_ℂ • x := fun _ _ _ => rfl
  have hs : (∅ : Finset (Fin 2))ᶜ.erase 0 = {1} := by decide
  refine ⟨fun x y => ?_, fun x y => ?_, fun n => ?_, fun n hn => ?_, ?_⟩
  · simp only [hk, inner_smul_left, inner_smul_right, inner_conj_symm]
    ring
  · simp only [LinearMap.add_apply, hk, inner_add_left, inner_add_right, inner_smul_left,
      inner_smul_right, inner_conj_symm]
    ring
  · rw [hk, h]
    fin_cases n <;> simp
  · fin_cases n
    · exact absurd rfl hn
    · simp
  · unfold omittedWeight elem
    rw [hs, sum_singleton]
    simp only [LinearMap.add_apply, hk, inner_add_right, inner_smul_right, h]
    simp

end

end TruncatedVelocityResponse
```

```lean
#print axioms TruncatedVelocityResponse.kernel_zero
#print axioms TruncatedVelocityResponse.omittedWeight_sign
#print axioms TruncatedVelocityResponse.converges_iff
```

```
'TruncatedVelocityResponse.kernel_zero' depends on axioms: [propext, Classical.choice, Quot.sound]
'TruncatedVelocityResponse.omittedWeight_sign' depends on axioms: [propext, Classical.choice, Quot.sound]
'TruncatedVelocityResponse.converges_iff' depends on axioms: [propext, Classical.choice, Quot.sound]
```
